# The resonant poles carry half of the static response and a share tending to one at a bright lowest exciton

## Summing the poles after the diagonalisation

Once a Bethe–Salpeter calculation has delivered exciton energies and strengths, the spectrum is assembled as a sum over poles. At that step each exciton can enter with its resonant pole alone, or with the antiresonant pole at negative frequency as well. If only the resonant poles were summed and a static polarisability is then read off at zero frequency, the number has to be doubled. Just below the first bright peak almost no correction is needed.

Let the excitons be labelled by $k$ in a finite set, with energies $E_k$ and strengths $f_k$, and let $w$ be the photon energy in the same units. The resonant part, the antiresonant part and the full response are

$$R(w)=\sum_k \frac{f_k}{E_k-w},\qquad A(w)=\sum_k \frac{f_k}{E_k+w},\qquad \chi(w)=\sum_k\frac{2f_kE_k}{E_k^2-w^2}.$$

The quantity of interest is the resonant share $s(w)=R(w)/\chi(w)$. In this convention $f_k$ is a squared transition amplitude, such as a squared dipole matrix element along the polarisation. The dimensionless oscillator strength of atomic physics contains a further factor $E_k$.

## Four properties of the resonant share

Let $k_0$ label an exciton of lowest energy. Suppose that $E_{k_0}>0$, that $f_{k_0}>0$, and that $f_k\ge 0$ for all $k$. Then

- $s(0)=1/2$;
- $1/2\le s(w)<1$ for $0\le w<E_{k_0}$;
- $s$ increases strictly on that interval;
- $s(w)\to 1$ as $w$ approaches $E_{k_0}$ from below.

In Lean this is the theorem `resonant_share`. The finite type `ι` holds the exciton labels, and `E` and `f` are real functions on it. The definitions `resonant`, `antiresonant`, `fullResponse` and `share` are $R$, $A$, $\chi$ and $s$.

The hypotheses have the following physical content:

- `hE` says that the lowest excitation energy is positive, so the ground state is stable against forming an exciton.
- `hmin` says that no exciton lies below `k₀`. If the lowest level is degenerate, `k₀` may be any bright state in it.
- `hf` says that no strength is negative, as befits squared amplitudes. Dark excitons are allowed.
- `hb` says that `k₀` itself is bright.

The interval $0\le w<E_{k_0}$ is `Set.Ico 0 (E k₀)`, and `𝓝[<] (E k₀)` expresses the approach from below, so the value at the pole plays no role.

The frequency is real and there is no broadening. Energies and strengths are given numbers, not derived from a Bethe–Salpeter Hamiltonian, and they are the same in $R$ and in $\chi$. The theorem therefore compares two ways of summing one set of excitons. The Tamm–Dancoff approximation does something else: it drops the coupling between resonant and antiresonant transitions in the Hamiltonian, which in general changes the energies and strengths themselves.

For a finite set of undamped excitons with fixed energies and strengths, the result tells a practitioner where a resonant-only sum can stand in for the full response: near the first bright peak, but not in the static limit.

## Half at zero frequency, and growth from there

Let $0\le w<E_{k_0}$. Then $E_k-w\ge E_{k_0}-w>0$ and $E_k+w>0$ for every $k$. Adding the two fractions of one exciton gives

$$\frac{f_k}{E_k-w}+\frac{f_k}{E_k+w}=\frac{2f_kE_k}{E_k^2-w^2},$$

so $\chi=R+A$. No term of $R$ or $A$ is negative and the term of $k_0$ is positive, so both sums are positive.

At $w=0$ both equal $\sum_k f_k/E_k$, and hence $s(0)=1/2$.

Now take $0\le a<b<E_{k_0}$. Raising the frequency shrinks the denominators in $R$ and enlarges those in $A$, so $R(a)\le R(b)$ and $A(b)<A(a)$. The second inequality is strict because $k_0$ is bright. Cross-multiplying, $s(a)<s(b)$ is equivalent to

$$R(a)\,[R(b)+A(b)]<R(b)\,[R(a)+A(a)],$$

that is, to $R(a)A(b)<R(b)A(a)$. This holds because $R(a)A(b)<R(a)A(a)\le R(b)A(a)$. Strict growth from $s(0)=1/2$ also gives $s(w)\ge 1/2$.

## An upper bound from the lowest energy

Write $\chi_k$ for the term of exciton $k$ in $\chi$. Since $E_k^2-w^2=(E_k-w)(E_k+w)$,

$$\frac{f_k}{E_k-w}=\frac12\left(1+\frac{w}{E_k}\right)\chi_k .$$

The share is thus a mean of the numbers $(1+w/E_k)/2$ with weights $\chi_k\ge0$. Each of these numbers is at most $(1+w/E_{k_0})/2$, and so

$$s(w)\le\frac12\left(1+\frac{w}{E_{k_0}}\right)<1 .$$

At half the lowest exciton energy, for example, the resonant poles supply at most three quarters of the response.

The same mean gives a neighbouring bound from the other side. If $E_{\max}$ is the largest exciton energy, then $s(w)\ge(1+w/E_{\max})/2$. For a single exciton the two bounds coincide and give $s$ exactly. The file contains only the upper one.

## The limit at the lowest exciton

All terms of $R$ are nonnegative, so the pole of $k_0$ alone gives $R(w)\ge f_{k_0}/(E_{k_0}-w)$. The antiresonant part satisfies $A(w)\le A(0)$. Therefore

$$1-s(w)=\frac{A(w)}{R(w)+A(w)}\le\frac{A(w)}{R(w)}\le\frac{E_{k_0}-w}{f_{k_0}}\,A(0).$$

The right-hand side vanishes as $w\to E_{k_0}$. Since $s(w)<1$, the share is squeezed to one. When $f_{k_0}$ is small compared with $E_{k_0}A(0)$, this bound guarantees a share close to one only in a narrow window below $E_{k_0}$.

It is not enough that some exciton is bright. Take energies $1$ and $2$ with strengths $0$ and $1$. Only the upper exciton contributes, so $s(w)=(1+w/2)/2=(2+w)/4$ for $0\le w<1$, and this tends to $3/4$ as $w\to1$. This is the theorem `share_dark_lowest`. An exciton of zero strength adds nothing to either sum, so it can be left out of the list. The theorem `resonant_share` then applies to the remaining excitons, and the share tends to one at the lowest bright exciton, here at energy $2$.

## The Lean file

```lean
import Mathlib

open Filter Topology

namespace ResonantOnlyResponse

noncomputable section

variable {ι : Type*} [Fintype ι] {E f : ι → ℝ} {k₀ : ι} {w : ℝ}

/-- Resonant part of the response at frequency `w`, for excitons of energies `E k` and strengths
`f k`; its domain is `w ≠ E k` for all `k`. -/
def resonant (E f : ι → ℝ) (w : ℝ) : ℝ := ∑ k, f k / (E k - w)

/-- Antiresonant part of the response at frequency `w`; its domain is `w ≠ -E k` for all `k`. -/
def antiresonant (E f : ι → ℝ) (w : ℝ) : ℝ := ∑ k, f k / (E k + w)

/-- Full response at frequency `w`; its domain is `w ^ 2 ≠ E k ^ 2` for all `k`. -/
def fullResponse (E f : ι → ℝ) (w : ℝ) : ℝ := ∑ k, 2 * f k * E k / (E k ^ 2 - w ^ 2)

/-- Ratio of the resonant part to the full response; its domain is `w ^ 2 ≠ E k ^ 2` for all `k`
together with a nonzero full response. -/
def share (E f : ι → ℝ) (w : ℝ) : ℝ := resonant E f w / fullResponse E f w

/-- Away from all poles, the full response is the sum of its resonant and antiresonant parts. -/
theorem fullResponse_eq_add (h : ∀ k, E k ^ 2 ≠ w ^ 2) :
    fullResponse E f w = resonant E f w + antiresonant E f w := by
  unfold fullResponse resonant antiresonant
  rw [← Finset.sum_add_distrib]
  refine Finset.sum_congr rfl fun k _ => ?_
  have h1 : E k - w ≠ 0 := fun h' => h k (by linear_combination (E k + w) * h')
  have h2 : E k + w ≠ 0 := fun h' => h k (by linear_combination (E k - w) * h')
  have h3 : E k ^ 2 - w ^ 2 = (E k - w) * (E k + w) := by ring
  rw [h3, div_add_div _ _ h1 h2]
  congr 1
  ring

/-- If the lowest exciton is bright and no strength is negative, the resonant and antiresonant parts
are both positive at nonnegative frequencies below the lowest exciton energy. -/
theorem parts_pos (hmin : ∀ k, E k₀ ≤ E k) (hf : ∀ k, 0 ≤ f k) (hb : 0 < f k₀)
    (h0 : 0 ≤ w) (hw : w < E k₀) : 0 < resonant E f w ∧ 0 < antiresonant E f w :=
  ⟨Finset.sum_pos' (fun k _ => div_nonneg (hf k) (by linarith [hmin k]))
      ⟨k₀, Finset.mem_univ _, div_pos hb (by linarith)⟩,
    Finset.sum_pos' (fun k _ => div_nonneg (hf k) (by linarith [hmin k]))
      ⟨k₀, Finset.mem_univ _, div_pos hb (by linarith)⟩⟩

/-- At nonnegative frequencies below the lowest exciton energy, the full response splits into
its two parts. -/
theorem fullResponse_below_gap (hmin : ∀ k, E k₀ ≤ E k) (h0 : 0 ≤ w) (hw : w < E k₀) :
    fullResponse E f w = resonant E f w + antiresonant E f w :=
  fullResponse_eq_add fun k =>
    (pow_lt_pow_left₀ (lt_of_lt_of_le hw (hmin k)) h0 two_ne_zero).ne'

/-- If the lowest exciton is bright and no strength is negative, the resonant share increases
strictly with frequency from zero up to the lowest exciton energy. -/
theorem share_strictMonoOn (hmin : ∀ k, E k₀ ≤ E k) (hf : ∀ k, 0 ≤ f k) (hb : 0 < f k₀) :
    StrictMonoOn (share E f) (Set.Ico 0 (E k₀)) := by
  intro a ha b hb' hab
  obtain ⟨ha0, ha1⟩ := ha
  obtain ⟨hb0, hb1⟩ := hb'
  obtain ⟨hRa, hAa⟩ := parts_pos hmin hf hb ha0 ha1
  obtain ⟨hRb, hAb⟩ := parts_pos hmin hf hb hb0 hb1
  -- the resonant part grows, the antiresonant part falls
  have hR : resonant E f a ≤ resonant E f b := Finset.sum_le_sum fun k _ =>
    div_le_div_of_nonneg_left (hf k) (by linarith [hmin k]) (by linarith)
  have hA : antiresonant E f b < antiresonant E f a :=
    Finset.sum_lt_sum
      (fun k _ => div_le_div_of_nonneg_left (hf k) (by linarith [hmin k]) (by linarith))
      ⟨k₀, Finset.mem_univ _, div_lt_div_of_pos_left hb (by linarith) (by linarith)⟩
  unfold share
  rw [fullResponse_below_gap hmin ha0 ha1, fullResponse_below_gap hmin hb0 hb1,
    div_lt_div_iff₀ (by linarith) (by linarith)]
  nlinarith [mul_lt_mul_of_pos_left hA hRa, mul_le_mul_of_nonneg_right hR hAa.le]

/-- For a bright lowest exciton and nonnegative strengths, the resonant share at frequency
`0 ≤ w < E k₀` is at most `(1 + w / E k₀) / 2`. -/
theorem share_le (hmin : ∀ k, E k₀ ≤ E k) (hf : ∀ k, 0 ≤ f k) (hb : 0 < f k₀)
    (h0 : 0 ≤ w) (hw : w < E k₀) : share E f w ≤ (1 + w / E k₀) / 2 := by
  obtain ⟨hR, hA⟩ := parts_pos hmin hf hb h0 hw
  have hF : 0 < fullResponse E f w := by
    rw [fullResponse_below_gap hmin h0 hw]; linarith
  rw [share, div_le_iff₀ hF, fullResponse, Finset.mul_sum]
  refine Finset.sum_le_sum fun k _ => ?_
  have hE0 : 0 < E k₀ := by linarith
  have hE : 0 < E k := by linarith [hmin k]
  have h1 : 0 < E k - w := by linarith [hmin k]
  have h2 : 0 < E k + w := by linarith
  have h3 : E k ^ 2 - w ^ 2 = (E k - w) * (E k + w) := by ring
  rw [h3]
  -- the resonant term of each exciton is (1 + w / E k) / 2 times its term in the full response
  calc f k / (E k - w)
      = (1 + w / E k) / 2 * (2 * f k * E k / ((E k - w) * (E k + w))) := by
        field_simp
    _ ≤ _ := by
        refine mul_le_mul_of_nonneg_right ?_
          (div_nonneg (mul_nonneg (mul_nonneg two_pos.le (hf k)) hE.le) (mul_pos h1 h2).le)
        have := div_le_div_of_nonneg_left h0 hE0 (hmin k)
        linarith

/-- For a bright lowest exciton and nonnegative strengths, the resonant share at `0 ≤ w < E k₀`
falls short of one by at most a constant times the detuning `E k₀ - w`. -/
theorem le_share (hmin : ∀ k, E k₀ ≤ E k) (hf : ∀ k, 0 ≤ f k) (hb : 0 < f k₀)
    (h0 : 0 ≤ w) (hw : w < E k₀) :
    1 - (E k₀ - w) / f k₀ * antiresonant E f 0 ≤ share E f w := by
  obtain ⟨hR, hA⟩ := parts_pos hmin hf hb h0 hw
  have hA0 := (parts_pos hmin hf hb le_rfl (lt_of_le_of_lt h0 hw)).2
  have hAle : antiresonant E f w ≤ antiresonant E f 0 := Finset.sum_le_sum fun k _ =>
    div_le_div_of_nonneg_left (hf k) (by linarith [hmin k]) (by linarith)
  -- the lowest pole alone bounds the resonant part from below
  have hpole : f k₀ / (E k₀ - w) ≤ resonant E f w :=
    Finset.single_le_sum (f := fun k => f k / (E k - w))
      (fun k _ => div_nonneg (hf k) (by linarith [hmin k])) (Finset.mem_univ k₀)
  rw [div_le_iff₀ (by linarith)] at hpole
  have hc : 0 < (E k₀ - w) / f k₀ := div_pos (by linarith) hb
  have hcR : 1 ≤ (E k₀ - w) / f k₀ * resonant E f w := by
    rw [div_mul_eq_mul_div, le_div_iff₀ hb]
    linarith
  rw [share, fullResponse_below_gap hmin h0 hw, le_div_iff₀ (by linarith)]
  nlinarith [mul_le_mul_of_nonneg_right hcR hA0.le, mul_pos (mul_pos hc hA0) hA]

/-- Let the lowest exciton have positive energy and be bright, and let no strength be negative. The
resonant share is one half at zero frequency, lies in `[1/2, 1)` and increases strictly at
nonnegative frequencies below the lowest exciton energy, and tends to one as that energy is
approached from below. -/
theorem resonant_share (hE : 0 < E k₀) (hmin : ∀ k, E k₀ ≤ E k) (hf : ∀ k, 0 ≤ f k)
    (hb : 0 < f k₀) :
    share E f 0 = 1 / 2 ∧
    (∀ w ∈ Set.Ico 0 (E k₀), share E f w ∈ Set.Ico (1 / 2) 1) ∧
    StrictMonoOn (share E f) (Set.Ico 0 (E k₀)) ∧
    Tendsto (share E f) (𝓝[<] (E k₀)) (𝓝 1) := by
  have hmono := share_strictMonoOn hmin hf hb
  have hstatic : share E f 0 = 1 / 2 := by
    have hR := (parts_pos hmin hf hb le_rfl hE).1
    have hRA : antiresonant E f 0 = resonant E f 0 := by simp [resonant, antiresonant]
    rw [share, fullResponse_below_gap hmin le_rfl hE, hRA,
      div_eq_div_iff (by linarith) two_ne_zero]
    ring
  have hlt : ∀ w, 0 ≤ w → w < E k₀ → share E f w < 1 := fun w h0 hw => by
    have h1 := share_le hmin hf hb h0 hw
    have h2 : w / E k₀ < 1 := (div_lt_one hE).mpr hw
    linarith
  refine ⟨hstatic, fun w hw => ⟨?_, hlt w hw.1 hw.2⟩, hmono, ?_⟩
  · rw [← hstatic]
    exact hmono.monotoneOn ⟨le_rfl, hE⟩ hw hw.1
  · -- squeeze between the detuning bound and one
    have hc : Continuous fun w : ℝ => 1 - (E k₀ - w) / f k₀ * antiresonant E f 0 := by
      fun_prop
    have hl := hc.tendsto (E k₀)
    simp only [sub_self, zero_div, zero_mul, sub_zero] at hl
    have hev := Ioo_mem_nhdsLT hE
    refine tendsto_of_tendsto_of_tendsto_of_le_of_le' (hl.mono_left nhdsWithin_le_nhds)
      tendsto_const_nhds ?_ ?_
    · filter_upwards [hev] with w hw using le_share hmin hf hb hw.1.le hw.2
    · filter_upwards [hev] with w hw using (hlt w hw.1.le hw.2).le

/-- For two excitons of energies 1 and 2, the lower one dark and the upper one of unit strength,
the resonant share tends to 3/4 as the frequency approaches 1 from below. -/
theorem share_dark_lowest :
    Tendsto (share ![1, 2] ![0, 1]) (𝓝[<] 1) (𝓝 (3 / 4)) := by
  have hc : Continuous fun w : ℝ => (2 + w) / 4 := by fun_prop
  have hl := hc.tendsto 1
  rw [show ((2 : ℝ) + 1) / 4 = 3 / 4 by norm_num] at hl
  refine (hl.mono_left nhdsWithin_le_nhds).congr' ?_
  filter_upwards [Ioo_mem_nhdsLT (zero_lt_one' ℝ)] with w hw
  have h1 : 2 - w ≠ 0 := by linarith [hw.2]
  have h2 : 2 + w ≠ 0 := by linarith [hw.1]
  simp only [share, resonant, fullResponse, Fin.sum_univ_two, Matrix.cons_val_zero,
    Matrix.cons_val_one, zero_div, mul_zero, zero_mul, zero_add]
  rw [show (2 : ℝ) ^ 2 - w ^ 2 = (2 - w) * (2 + w) by ring]
  field_simp
  ring

end

end ResonantOnlyResponse
```

```lean
#print axioms ResonantOnlyResponse.resonant_share
#print axioms ResonantOnlyResponse.share_dark_lowest
```

```
'ResonantOnlyResponse.resonant_share' depends on axioms: [propext, Classical.choice, Quot.sound]
'ResonantOnlyResponse.share_dark_lowest' depends on axioms: [propext, Classical.choice, Quot.sound]
```

## Splitting the response and fixing the signs

`fullResponse_eq_add` is the partial-fraction identity. It assumes $E_k^2\ne w^2$ for every $k$. The two `linear_combination` steps deduce that neither $E_k-w$ nor $E_k+w$ is zero, after which `div_add_div` adds the fractions. `fullResponse_below_gap` specialises the identity to $0\le w<E_{k_0}$, where $w^2<E_k^2$.

`parts_pos` proves that $R$ and $A$ are positive. The lemma `Finset.sum_pos'` asks for exactly what the derivation used: nonnegative terms, and one term that is positive, here that of `k₀`.

## Monotonicity and the two bounds

In `share_strictMonoOn`, the facts `hR` and `hA` compare the sums at the frequencies `a` and `b` term by term. `div_lt_div_iff₀` performs the cross-multiplication. The final `nlinarith` receives the two products $R(a)A(b)<R(a)A(a)$ and $R(a)A(a)\le R(b)A(a)$ and combines them.

`share_le` is the weighted-mean bound. It first multiplies through by the positive full response and moves the factor $(1+w/E_{k_0})/2$ inside the sum, so that one inequality per exciton remains. The first line of the `calc` block is the identity for a single exciton, and the second replaces $w/E_k$ by the larger $w/E_{k_0}$.

`le_share` is the bound in terms of the detuning $E_{k_0}-w$. `Finset.single_le_sum` isolates the lowest pole, and `hcR` restates the result as $cR(w)\ge1$ with $c=(E_{k_0}-w)/f_{k_0}$. Where the derivation divides by $R$, the Lean proof clears the denominator of the share and has to show $A(w)\le cA(0)\,[R(w)+A(w)]$. This follows from $cR(w)\ge1$, $A(w)\le A(0)$ and the positivity of the remaining product.

## Assembling the theorem and the dark example

In `resonant_share`, `hstatic` obtains the value one half from $A(0)=R(0)$, and `hlt` turns `share_le` into a share below one. The lower end of the range comes from monotonicity and `hstatic`.

For the limit, `hc` records that the lower bound is a continuous function of $w$, and `hl` evaluates it at $E_{k_0}$, where it equals one. `Ioo_mem_nhdsLT` ensures that frequencies close enough to $E_{k_0}$ from below are also positive, so both bounds apply there, and the squeeze lemma finishes the argument.

`share_dark_lowest` starts from the limit of $(2+w)/4$ at $w=1$. It then shows that the share equals this function for $0<w<1$, which is enough to transfer the limit.
